# J zero modes and levels ±√(n(n−1)···(n−J+1)) of the two-component chiral J-layer Hamiltonian in a magnetic field

Let e_0, e_1, e_2, … be the number states of an oscillator. A state f is a finite complex combination of them, with amplitudes f_n. The ladder operators are

a e_n = √n e_(n−1), with a e_0 = 0,
c e_n = √(n+1) e_(n+1).

For a natural number J, the Hamiltonian acts on pairs ψ = (x, y) by

H(x, y) = (a^J y, c^J x).

This is the minimal non-interacting two-band model of J rhombohedrally stacked graphene layers in a magnetic field, for one guiding-centre orbital, one spin and one valley. The reduction to two bands is assumed; for J ≥ 2 it is a low-energy approximation, so only levels well below the interlayer coupling describe the material. Trigonal warping, layer potentials and other corrections are left out. Energies are measured in units of the model's field-dependent prefactor.

```lean
import Mathlib

open Module

namespace ChiralMultilayerLandau

noncomputable section
```

In the code, `Fock` is the state space, `lower` is a, `raise` is c and `chiralH J` is H.

```lean
/-- The oscillator space: finitely supported complex amplitudes on the number states. -/
abbrev Fock := ℕ →₀ ℂ

/-- The square root of a natural number, as a complex amplitude. -/
def root (n : ℕ) : ℂ := (Real.sqrt (n : ℝ) : ℂ)

/-- The lowering operator `a`, with `a e_n = √n e_(n-1)` and `a e_0 = 0`. -/
def lower : Module.End ℂ Fock :=
  Finsupp.linearCombination ℂ fun n : ℕ => (Finsupp.single (n - 1) (root n) : Fock)

/-- The raising operator `c`, with `c e_n = √(n+1) e_(n+1)`. -/
def raise : Module.End ℂ Fock :=
  Finsupp.linearCombination ℂ fun n : ℕ => (Finsupp.single (n + 1) (root (n + 1)) : Fock)

/-- The chiral `J`-layer Hamiltonian `[[0, a^J], [c^J, 0]]` on two-component states. -/
def chiralH (J : ℕ) : Module.End ℂ (Fock × Fock) :=
  ((lower ^ J) ∘ₗ LinearMap.snd ℂ Fock Fock).prod ((raise ^ J) ∘ₗ LinearMap.fst ℂ Fock Fock)
```

The state `landauState J k s` is (e_k, s e_(k+J)). For s = ±1 its norm is √2, so the normalised state is (e_k, s e_(k+J))/√2.

```lean
/-- The two-component state `(e_k, s e_(k+J))`. -/
def landauState (J k : ℕ) (s : ℂ) : Fock × Fock :=
  (Finsupp.single k 1, Finsupp.single (k + J) s)
```

## Finitely many quanta on an unbounded ladder

Finite support means that each state has a highest number state it can occupy, while the ladder itself has no top. Both ladder operators are then defined on every state, and reading off amplitudes gives

(a f)_n = √(n+1) f_(n+1),
(c f)_(n+1) = √(n+1) f_n, (c f)_0 = 0.

Define the weight

r_n = √((n+J)(n+J−1)···(n+1)),

which is never zero. Applying each operator J times multiplies the successive square roots:

(a^J f)_n = r_n f_(n+J),
(c^J f)_(n+J) = r_n f_n,
(c^J f)_m = 0 for m < J.

In Lean, r_n is `root ((n + J).descFactorial J)`, where `descFactorial` is the falling product. The first three lemmas give its square, its non-vanishing and its recursion in J.

```lean
/-- The amplitude `root n` squares to `n`. -/
theorem root_mul_self (n : ℕ) : root n * root n = n := by
  unfold root
  rw [← Complex.ofReal_mul, Real.mul_self_sqrt (Nat.cast_nonneg n), Complex.ofReal_natCast]

/-- The weight `√((n+J)...(n+1))` of a `J`-fold ladder step does not vanish. -/
theorem weight_ne_zero (J n : ℕ) : root ((n + J).descFactorial J) ≠ 0 := by
  intro h
  have h2 := root_mul_self ((n + J).descFactorial J)
  rw [h, mul_zero] at h2
  have h3 : (n + J).descFactorial J = 0 := by exact_mod_cast h2.symm
  rw [Nat.descFactorial_eq_zero_iff_lt] at h3
  omega

/-- One more layer multiplies the ladder weight by `√(n+J+1)`. -/
theorem weight_succ (J n : ℕ) : root ((n + (J + 1)).descFactorial (J + 1)) =
    root (n + J + 1) * root ((n + J).descFactorial J) := by
  rw [← add_assoc n J 1, Nat.succ_descFactorial_succ]
  simp only [root]
  rw [Nat.cast_mul, Real.sqrt_mul (Nat.cast_nonneg _), Complex.ofReal_mul]
```

The next two lemmas are the amplitude formulas. Finite support enters through `Finsupp.induction_linear`, which reduces a single step to multiples of number states; induction on J supplies the rest.

```lean
/-- The amplitudes of `a^J f`: each comes from the number state `J` steps higher. -/
theorem lower_pow_apply (J : ℕ) (f : Fock) (n : ℕ) :
    (lower ^ J) f n = root ((n + J).descFactorial J) * f (n + J) := by
  -- a single lowering step, checked on number states
  have h1 : ∀ (g : Fock) (m : ℕ), lower g m = root (m + 1) * g (m + 1) := by
    intro g m
    refine Finsupp.induction_linear g ?_ ?_ ?_
    · simp
    · intro p q hp hq
      rw [map_add, Finsupp.add_apply, Finsupp.add_apply, hp, hq, mul_add]
    · intro k z
      rw [lower, Finsupp.linearCombination_single, Finsupp.smul_apply, smul_eq_mul,
        Finsupp.single_apply, Finsupp.single_apply]
      cases k with
      | zero => simp [root]
      | succ k =>
        simp only [Nat.add_sub_cancel, add_left_inj]
        split_ifs with h
        · subst h; ring
        · ring
  induction J generalizing f n with
  | zero => simp [root]
  | succ J ih =>
    rw [pow_succ, Module.End.mul_apply, ih, h1, weight_succ, ← add_assoc n J 1]
    ring

/-- The amplitudes of `c^J f`: those of `f` moved up by `J` steps with the ladder weight,
and zero on the lowest `J` number states. -/
theorem raise_pow_apply (J : ℕ) (f : Fock) :
    (∀ n, (raise ^ J) f (n + J) = root ((n + J).descFactorial J) * f n) ∧
      ∀ m < J, (raise ^ J) f m = 0 := by
  -- a single raising step, checked on number states
  have h1 : ∀ (g : Fock), raise g 0 = 0 ∧ ∀ m, raise g (m + 1) = root (m + 1) * g m := by
    intro g
    refine Finsupp.induction_linear g ?_ ?_ ?_
    · simp
    · intro p q hp hq
      refine ⟨by rw [map_add, Finsupp.add_apply, hp.1, hq.1, add_zero], fun m => ?_⟩
      rw [map_add raise p q, Finsupp.add_apply, Finsupp.add_apply, hp.2, hq.2, mul_add]
    · intro k z
      rw [raise, Finsupp.linearCombination_single]
      refine ⟨by simp, fun m => ?_⟩
      rw [Finsupp.smul_apply, smul_eq_mul, Finsupp.single_apply, Finsupp.single_apply]
      simp only [add_left_inj]
      split_ifs with h
      · subst h; ring
      · ring
  induction J with
  | zero => simp [root]
  | succ J ih =>
    rw [pow_succ']
    refine ⟨fun n => ?_, fun m hm => ?_⟩
    · rw [Module.End.mul_apply, weight_succ, ← add_assoc n J 1, (h1 _).2, ih.1]
      ring
    · rw [Module.End.mul_apply]
      cases m with
      | zero => exact (h1 _).1
      | succ m => rw [(h1 _).2, ih.2 m (by omega), mul_zero]
```

If the ladder is instead cut off after N ≥ J number states in each component, as one might do in a numerical diagonalisation, c^J also annihilates the top J states, and the kernel has dimension 2J instead of J. Allowing square-summable states would add no eigenvectors for J ≥ 1, because the equations below leave only finitely many non-zero amplitudes. Self-adjointness and the rest of the spectral theory on the Hilbert space are not treated.

## No diagonal blocks: chiral symmetry

The vanishing diagonal blocks say that H only connects one component to the other, so H anticommutes with diag(1, −1). By hand, this turns Hψ = Eψ into

r_n y_(n+J) = E x_n,
r_n x_n = E y_(n+J),
E y_m = 0 for m < J.

The theorem `eigen_iff` is this equivalence, for any complex E. Its proof compares amplitudes, splitting the second component at index J.

```lean
/-- The eigenvalue equation splits into pairs coupling `x_n` to `y_(n+J)`, and
`J` uncoupled equations for the lowest amplitudes of `y`. -/
theorem eigen_iff (J : ℕ) (E : ℂ) (ψ : Fock × Fock) : chiralH J ψ = E • ψ ↔
    (∀ n, root ((n + J).descFactorial J) * ψ.2 (n + J) = E * ψ.1 n) ∧
    (∀ n, root ((n + J).descFactorial J) * ψ.1 n = E * ψ.2 (n + J)) ∧
    ∀ m < J, E * ψ.2 m = 0 := by
  constructor
  · intro h
    have t1 : ∀ n, (lower ^ J) ψ.2 n = E * ψ.1 n :=
      fun n => DFunLike.congr_fun (congrArg Prod.fst h) n
    have t2 : ∀ n, (raise ^ J) ψ.1 n = E * ψ.2 n :=
      fun n => DFunLike.congr_fun (congrArg Prod.snd h) n
    exact ⟨fun n => by rw [← t1, lower_pow_apply],
      fun n => by rw [← t2, (raise_pow_apply J ψ.1).1],
      fun m hm => by rw [← t2, (raise_pow_apply J ψ.1).2 m hm]⟩
  · rintro ⟨h1, h2, h3⟩
    refine Prod.ext (Finsupp.ext fun n => ?_) (Finsupp.ext fun m => ?_)
    · change (lower ^ J) ψ.2 n = E * ψ.1 n
      rw [lower_pow_apply, h1]
    · change (raise ^ J) ψ.1 m = E * ψ.2 m
      rcases lt_or_ge m J with hm | hm
      · rw [(raise_pow_apply J ψ.1).2 m hm, h3 m hm]
      · obtain ⟨n, rfl⟩ := Nat.exists_eq_add_of_le' hm
        rw [(raise_pow_apply J ψ.1).1, h2]
```

At E = 0, since r_n ≠ 0, the first two equations give y_(n+J) = 0 and x_n = 0 for all n. The amplitudes y_0, …, y_(J−1) remain free, so the kernel has dimension J. The Lean proof sends a zero mode to these J amplitudes and shows that this map `L` is a bijection onto ℂ^J; the dimension is therefore genuine at J = 0 too.

```lean
/-- The zero-energy space of the chiral `J`-layer Hamiltonian has dimension exactly `J`. -/
theorem finrank_zero_modes (J : ℕ) : finrank ℂ (LinearMap.ker (chiralH J)) = J := by
  have hker : ∀ ψ, ψ ∈ LinearMap.ker (chiralH J) ↔
      (∀ n, ψ.1 n = 0) ∧ ∀ n, ψ.2 (n + J) = 0 := by
    intro ψ
    have h := eigen_iff J 0 ψ
    rw [zero_smul] at h
    rw [LinearMap.mem_ker, h]
    constructor
    · rintro ⟨h1, h2, _⟩
      exact ⟨fun n => (mul_eq_zero.mp ((h2 n).trans (zero_mul _))).resolve_left
          (weight_ne_zero J n),
        fun n => (mul_eq_zero.mp ((h1 n).trans (zero_mul _))).resolve_left
          (weight_ne_zero J n)⟩
    · rintro ⟨h1, h2⟩
      exact ⟨fun n => by rw [h2, mul_zero, zero_mul],
        fun n => by rw [h1, mul_zero, zero_mul], fun m _ => zero_mul _⟩
  -- a zero mode is the free choice of its J lowest amplitudes
  let L : LinearMap.ker (chiralH J) →ₗ[ℂ] (Fin J → ℂ) :=
    { toFun := fun ψ i => ψ.1.2 i
      map_add' := fun _ _ => rfl
      map_smul' := fun _ _ => rfl }
  have hinj : Function.Injective L := by
    intro ψ φ h
    have hψ := (hker ψ.1).mp ψ.2
    have hφ := (hker φ.1).mp φ.2
    refine Subtype.ext (Prod.ext (Finsupp.ext fun n => ?_) (Finsupp.ext fun m => ?_))
    · rw [hψ.1, hφ.1]
    · rcases lt_or_ge m J with hm | hm
      · exact congrFun h ⟨m, hm⟩
      · obtain ⟨n, rfl⟩ := Nat.exists_eq_add_of_le' hm
        rw [hψ.2, hφ.2]
  have hsurj : Function.Surjective L := by
    intro g
    let y : Fock := Finsupp.onFinset (Finset.range J)
      (fun n => if h : n < J then g ⟨n, h⟩ else 0) (by
        intro n hn
        by_contra h
        exact hn (dif_neg (fun h' => h (Finset.mem_range.mpr h'))))
    have hy : ∀ n, y n = if h : n < J then g ⟨n, h⟩ else 0 := fun _ => rfl
    refine ⟨⟨(0, y), (hker _).mpr ⟨fun _ => rfl, fun n => ?_⟩⟩, funext fun i => ?_⟩
    · exact (hy (n + J)).trans (dif_neg (by omega))
    · exact (hy i).trans (dif_pos i.2)
  exact (LinearEquiv.ofBijective L ⟨hinj, hsurj⟩).finrank_eq.trans (by simp)
```

With a mass term diag(M, −M), M ≠ 0, the J zero modes would move to energy −M and the other levels to ±√(M² + r_n²).

## The relative sign: s² = 1

The number s is the amplitude of the second component relative to the first. Acting on the state gives

H(e_k, s e_(k+J)) = (s r_k e_k, r_k e_(k+J)).

This equals s r_k (e_k, s e_(k+J)) exactly when s² = 1. For any other s the state is not an eigenvector. In `landau_level` the hypothesis `hs` is used once, in the second component.

```lean
/-- For `s = ±1` the state `(e_k, s e_(k+J))` has energy `s √((k+J)...(k+1))`. -/
theorem landau_level (J k : ℕ) (s : ℂ) (hs : s * s = 1) :
    chiralH J (landauState J k s) =
      (s * root ((k + J).descFactorial J)) • landauState J k s := by
  rw [eigen_iff]
  simp only [landauState]
  refine ⟨fun n => ?_, fun n => ?_, fun m hm => ?_⟩
  · simp only [Finsupp.single_apply, add_left_inj]
    split_ifs with h
    · subst h; ring
    · ring
  · simp only [Finsupp.single_apply, add_left_inj]
    split_ifs with h
    · subst h
      linear_combination (-root ((k + J).descFactorial J)) * hs
    · ring
  · rw [Finsupp.single_apply, if_neg (by omega), mul_zero]
```

These states realise the levels n = k+J. For n < J the product n(n−1)···(n−J+1) contains a zero factor, and (0, e_n) realises E = 0.

Conversely, let ψ ≠ 0 satisfy Hψ = Eψ. If some x_n ≠ 0, then

E² x_n = E r_n y_(n+J) = r_n² x_n,

so E = ±r_n, which is the level with index n+J. If x = 0, some y_m ≠ 0. The first pair equation excludes m ≥ J, and E y_m = 0 then gives E = 0.

The theorem `hasEigenvalue_iff` states both directions: a complex E has a non-zero eigenvector in this space if and only if it is plus or minus one of the listed roots. Its proof follows the same cases, with `linear_combination` carrying out the elimination of y_(n+J).

```lean
/-- The eigenvalues of the chiral `J`-layer Hamiltonian are exactly
`±√(n(n-1)...(n-J+1))` with `n` a natural number. -/
theorem hasEigenvalue_iff (J : ℕ) (E : ℂ) : Module.End.HasEigenvalue (chiralH J) E ↔
    ∃ n : ℕ, E = root (n.descFactorial J) ∨ E = -root (n.descFactorial J) := by
  constructor
  · intro h
    obtain ⟨ψ, hψ⟩ := h.exists_hasEigenvector
    obtain ⟨h1, h2, h3⟩ := (eigen_iff J E ψ).mp hψ.apply_eq_smul
    by_cases hx : ∃ n, ψ.1 n ≠ 0
    · -- a nonzero upper amplitude fixes the square of the energy
      obtain ⟨n, hn⟩ := hx
      refine ⟨n + J, mul_self_eq_mul_self_iff.mp (mul_right_cancel₀ hn ?_)⟩
      linear_combination (-E) * h1 n - root ((n + J).descFactorial J) * h2 n
    · -- otherwise the state lives on the lowest J states of the second component
      have hx0 : ∀ n, ψ.1 n = 0 := fun n => by
        by_contra hn
        exact hx ⟨n, hn⟩
      have hy : ∃ m, ψ.2 m ≠ 0 := by
        by_contra hy
        refine hψ.2 (Prod.ext (Finsupp.ext hx0) (Finsupp.ext fun m => ?_))
        by_contra hm
        exact hy ⟨m, hm⟩
      obtain ⟨m, hm⟩ := hy
      rcases lt_or_ge m J with hmJ | hmJ
      · have hE : E = 0 := (mul_eq_zero.mp (h3 m hmJ)).resolve_right hm
        exact ⟨m, Or.inl (by rw [hE, Nat.descFactorial_of_lt hmJ]; simp [root])⟩
      · obtain ⟨n, rfl⟩ := Nat.exists_eq_add_of_le' hmJ
        have h := h1 n
        rw [hx0, mul_zero] at h
        exact absurd h (mul_ne_zero (weight_ne_zero J n) hm)
  · rintro ⟨n, hn⟩
    rcases lt_or_ge n J with hnJ | hnJ
    · have hE : E = 0 := by
        rw [Nat.descFactorial_of_lt hnJ] at hn
        simpa [root] using hn
      subst hE
      have hv : chiralH J (0, Finsupp.single n 1) =
          (0 : ℂ) • ((0, Finsupp.single n 1) : Fock × Fock) := by
        rw [eigen_iff]
        refine ⟨fun k => ?_, fun k => ?_, fun m _ => zero_mul _⟩
        · rw [Finsupp.single_apply, if_neg (by omega), mul_zero, zero_mul]
        · simp
      refine Module.End.hasEigenvalue_of_hasEigenvector
        ⟨Module.End.mem_eigenspace_iff.mpr hv, fun h => ?_⟩
      have h0 := DFunLike.congr_fun (congrArg Prod.snd h) n
      simp at h0
    · obtain ⟨k, rfl⟩ := Nat.exists_eq_add_of_le' hnJ
      have hs : ∃ s : ℂ, s * s = 1 ∧ E = s * root ((k + J).descFactorial J) := by
        rcases hn with h | h
        · exact ⟨1, by ring, by rw [h]; ring⟩
        · exact ⟨-1, by ring, by rw [h]; ring⟩
      obtain ⟨s, hs, rfl⟩ := hs
      refine Module.End.hasEigenvalue_of_hasEigenvector
        ⟨Module.End.mem_eigenspace_iff.mpr (landau_level J k s hs), fun h => ?_⟩
      have h0 := DFunLike.congr_fun (congrArg Prod.fst h) k
      simp [landauState] at h0
```

## At least one layer: J ≥ 1

The zero-mode count and the list of eigenvalues hold for every J. Among the theorems here, only non-degeneracy needs the condition J ≥ 1. It makes r_n² a non-empty product of positive factors that each grow with n, so the weights are strictly increasing.

Take E = s r_k with s = ±1. If x_n ≠ 0, then r_n² = r_k², hence n = k. All other x_n vanish, and since E ≠ 0, so do all y_m with m ≠ k+J. The remaining equation r_k x_k = s r_k y_(k+J) gives y_(k+J) = s x_k, so

ψ = x_k (e_k, s e_(k+J)).

In the proof, `hmono` is the strict increase, obtained by induction from J = 1; `hx` removes the other x_n; and the final case split determines y.

```lean
/-- For `J ≥ 1` and `s = ±1`, the states of energy `s √((k+J)...(k+1))` are exactly the
multiples of `(e_k, s e_(k+J))`. -/
theorem level_nondegenerate (J k : ℕ) (hJ : 1 ≤ J) (s : ℂ) (hs : s * s = 1)
    (ψ : Fock × Fock) :
    chiralH J ψ = (s * root ((k + J).descFactorial J)) • ψ ↔
      ∃ z : ℂ, ψ = z • landauState J k s := by
  constructor
  · intro h
    obtain ⟨h1, h2, h3⟩ := (eigen_iff J _ ψ).mp h
    -- the squared ladder weights increase strictly with `n`
    have hmono : StrictMono fun n : ℕ => (n + J).descFactorial J := by
      clear h h1 h2 h3
      induction J, hJ using Nat.le_induction with
      | base => intro n m h; simpa using h
      | succ j hj ih =>
        intro n m h
        have h' : (n + j).descFactorial j < (m + j).descFactorial j := ih h
        change (n + j + 1).descFactorial (j + 1) < (m + j + 1).descFactorial (j + 1)
        rw [Nat.succ_descFactorial_succ, Nat.succ_descFactorial_succ]
        exact mul_lt_mul'' (by omega) h' (Nat.zero_le _) (Nat.zero_le _)
    have hr := weight_ne_zero J k
    have hs0 : s ≠ 0 := fun h0 => by simp [h0] at hs
    have hE := mul_ne_zero hs0 hr
    have hx : ∀ n, n ≠ k → ψ.1 n = 0 := by
      intro n hn
      by_contra hne
      have hsq : (((n + J).descFactorial J : ℕ) : ℂ) = ((k + J).descFactorial J : ℕ) := by
        rw [← root_mul_self, ← root_mul_self]
        apply mul_right_cancel₀ hne
        linear_combination root ((n + J).descFactorial J) * h2 n +
          (s * root ((k + J).descFactorial J)) * h1 n +
          root ((k + J).descFactorial J) * root ((k + J).descFactorial J) * ψ.1 n * hs
      exact hn (hmono.injective (Nat.cast_injective hsq))
    refine ⟨ψ.1 k, Prod.ext (Finsupp.ext fun n => ?_) (Finsupp.ext fun m => ?_)⟩
    · change ψ.1 n = ψ.1 k * (Finsupp.single k (1 : ℂ) : Fock) n
      rw [Finsupp.single_apply]
      split_ifs with hn
      · rw [hn, mul_one]
      · rw [hx n (Ne.symm hn), mul_zero]
    · change ψ.2 m = ψ.1 k * (Finsupp.single (k + J) s : Fock) m
      rw [Finsupp.single_apply]
      split_ifs with hm
      · subst hm
        apply mul_left_cancel₀ hE
        linear_combination (-1 : ℂ) * h2 k -
          root ((k + J).descFactorial J) * ψ.1 k * hs
      · rw [mul_zero]
        rcases lt_or_ge m J with hmJ | hmJ
        · exact (mul_eq_zero.mp (h3 m hmJ)).resolve_left hE
        · obtain ⟨n, rfl⟩ := Nat.exists_eq_add_of_le' hmJ
          have h0 := h2 n
          rw [hx n (by omega), mul_zero] at h0
          exact (mul_eq_zero.mp h0.symm).resolve_left hE
  · rintro ⟨z, rfl⟩
    rw [map_smul, landau_level J k s hs, smul_comm]

end

end ChiralMultilayerLandau
```

```lean
#print axioms ChiralMultilayerLandau.finrank_zero_modes
-- 'ChiralMultilayerLandau.finrank_zero_modes' depends on axioms: [propext, Classical.choice, Quot.sound]
#print axioms ChiralMultilayerLandau.hasEigenvalue_iff
-- 'ChiralMultilayerLandau.hasEigenvalue_iff' depends on axioms: [propext, Classical.choice, Quot.sound]
#print axioms ChiralMultilayerLandau.level_nondegenerate
-- 'ChiralMultilayerLandau.level_nondegenerate' depends on axioms: [propext, Classical.choice, Quot.sound]
```

At J = 0 every weight is the empty product 1, and H merely exchanges x and y. There are no zero modes, and the eigenvalues ±1 are infinitely degenerate. At J = 1 the levels are ±√n with one zero mode, the monolayer pattern.
